# Sign flips come in even numbers for an orthogonal matrix that commutes with distinct energies and is joined to the identity by a continuous path of orthogonal matrices

Let $E_i$ be distinct energies of finitely many states, and let $D$ be a real orthogonal matrix that commutes with $\mathrm{diag}(E)$. Then $D$ is diagonal and each diagonal entry is $1$ or $-1$. If, in addition, a continuous path of real orthogonal matrices leads from the identity to $D$, the number of entries $-1$ is even. For three states, labelled $0,1,2$, this means $D_{22}=D_{00}D_{11}$.

Such a $D$ arises in diabatization. Take a closed loop of nuclear geometries, parametrised by $t\in[0,1]$, along which no two energies coincide, with real adiabatic states $\psi_i(t)$ that vary continuously. The adiabatic-to-diabatic transformation $\gamma(t)$, taken to be real orthogonal and continuous in $t$, starts at $\gamma(0)=1$ and defines diabatic states $\varphi_j=\sum_i\psi_i\gamma_{ij}$. Their potential matrix is $\gamma^{T}\mathrm{diag}(E)\,\gamma$, where the energies are those at the current geometry. At the end of the loop the energies have returned to their initial values, and $D=\gamma(1)$. If the diabatic potential is single-valued, then $D^{T}\mathrm{diag}(E)D=\mathrm{diag}(E)$, and multiplication by $D$ from the left gives the commutation condition. If the diabatic states themselves also return unchanged, an entry $-1$ marks an adiabatic state that comes back with the opposite sign, as can happen around a conical intersection.

The result gives a consistency check on a computed transformation matrix. If $D$ comes out diagonal with an odd number of entries $-1$ and all others $1$, then $\gamma$ was not both continuous and orthogonal all along the loop. A sign may have been assigned discontinuously, or $\gamma$ may be a block cut out of a larger orthogonal matrix, which need not be orthogonal itself. The check does not reveal every missing state: if $\gamma$ is integrated exactly from antisymmetric couplings, it stays continuous and orthogonal even when an important state has been left out.

## From the commutator to the parity

The $(i,j)$ entries of $D\,\mathrm{diag}(E)$ and $\mathrm{diag}(E)\,D$ are $D_{ij}E_j$ and $E_iD_{ij}$. Since the two products are equal,

$$(E_i-E_j)D_{ij}=0 .$$

For $i\neq j$ the energy difference is nonzero, so $D_{ij}=0$. With $D$ diagonal, the $(i,i)$ entry of $D^{T}D=1$ reads $D_{ii}^2=1$, hence $D_{ii}=\pm1$.

Now let $f(t)=\det\gamma(t)$. Taking determinants in $\gamma(t)^{T}\gamma(t)=1$ gives $f(t)^2=1$. The function $f$ is continuous and $f(0)=1$. If $f(1)$ were $-1$, the intermediate value theorem would give a $t$ with $f(t)=0$, which contradicts $f(t)^2=1$. So $\det D=f(1)=1$.

Let $k$ be the number of entries $-1$. The determinant of a diagonal matrix is the product of its entries, so

$$1=\det D=\prod_i D_{ii}=(-1)^k,$$

and $k$ is even. A single state therefore cannot flip alone, and in a system of only two states either both flip or neither does. For three states, $D_{00}D_{11}D_{22}=1$; multiplying by $D_{22}$ and using $D_{22}^2=1$ gives $D_{22}=D_{00}D_{11}$. Besides the identity, this leaves at most the three patterns in which exactly two states flip.

**Degenerate energies.** The same argument, carried out by hand, covers coinciding energies. The commutator then removes only the elements between different energies, so $D$ is block diagonal with one orthogonal block per energy. Each block has determinant $\pm1$ and their product is $1$, so the number of blocks with determinant $-1$ is even. The Lean theorems below treat distinct energies only.

## States and paths in Lean

The states are the elements of a finite type `n`.

```lean
import Mathlib

open Matrix

namespace DiabaticSignFlips

variable {n : Type*} [Fintype n] [DecidableEq n]
```

The path is a function `γ` from the real numbers to real matrices, of which only the values on $[0,1]$ matter.

```lean
/-- `D` is the endpoint of a continuous path of real orthogonal matrices that starts at the
identity. -/
def JoinedToOne (D : Matrix n n ℝ) : Prop :=
  ∃ γ : ℝ → Matrix n n ℝ, ContinuousOn γ (Set.Icc 0 1) ∧
    (∀ t ∈ Set.Icc (0 : ℝ) 1, (γ t)ᵀ * γ t = 1) ∧ γ 0 = 1 ∧ γ 1 = D
```

`JoinedToOne D` asks for continuity, orthogonality in the form $\gamma^{T}\gamma=1$, and the two endpoints. When diabatization is based on the nonadiabatic couplings, $\gamma$ solves a differential equation along the path with their antisymmetric matrix, and orthogonality follows from that antisymmetry and $\gamma(0)=1$. Here orthogonality is assumed, and no couplings appear.

## Distinct energies force a diagonal matrix of signs

The hypothesis `hE : Function.Injective E` says that no two states share an energy. It concerns only the geometry where the loop begins and ends. The hypothesis `ho` is orthogonality, and `hc` is the commutation condition that stands for a single-valued diabatic potential. No path is needed yet.

```lean
/-- A real orthogonal matrix that commutes with a diagonal matrix of distinct energies is
diagonal, with entries 1 or -1. -/
theorem diagonal_signs {E : n → ℝ} (hE : Function.Injective E) {D : Matrix n n ℝ}
    (ho : Dᵀ * D = 1) (hc : D * diagonal E = diagonal E * D) :
    D = diagonal (fun i => D i i) ∧ ∀ i, D i i = 1 ∨ D i i = -1 := by
  have hdiag : D = diagonal (fun i => D i i) := by
    ext i j
    by_cases h : i = j
    · subst h
      rw [diagonal_apply_eq]
    · have h1 := congrFun (congrFun hc i) j
      rw [mul_diagonal, diagonal_mul] at h1
      rw [diagonal_apply_ne _ h]
      -- the commutator has the entry (E i - E j) * D i j
      have h2 : (E i - E j) * D i j = 0 := by
        rw [sub_mul, ← h1, mul_comm (D i j) (E j), sub_self]
      exact (mul_eq_zero.1 h2).resolve_left (sub_ne_zero.2 (hE.ne h))
  refine ⟨hdiag, fun i => ?_⟩
  obtain ⟨d, hd⟩ : ∃ d : n → ℝ, D = diagonal d := ⟨_, hdiag⟩
  rw [hd, diagonal_transpose, diagonal_mul_diagonal] at ho
  have h := congrFun (congrFun ho i) i
  rw [diagonal_apply_eq, one_apply_eq] at h
  rw [hd, diagonal_apply_eq]
  exact mul_self_eq_one_iff.1 h
```

For `i ≠ j` the proof reads off one entry of `hc` and rearranges it into `h2`, the commutator equation above. The energy difference is nonzero by `hE.ne h`, so the matrix element vanishes. After that, `D` is written as `diagonal d`, and the diagonal entries of `ho` say that each sign squares to 1.

## The determinant cannot jump

The continuity argument is stated first for an ordinary real function.

```lean
/-- A continuous real function on [0,1] whose square is 1 and which starts at 1 also ends at 1. -/
theorem sign_constant {f : ℝ → ℝ} (hf : ContinuousOn f (Set.Icc 0 1))
    (hsq : ∀ t ∈ Set.Icc (0 : ℝ) 1, f t * f t = 1) (h0 : f 0 = 1) : f 1 = 1 := by
  have h01 : (0 : ℝ) ≤ 1 := zero_le_one
  rcases mul_self_eq_one_iff.1 (hsq 1 ⟨h01, le_refl 1⟩) with h1 | h1
  · exact h1
  · -- a change of sign would force the function through zero
    have hmem : (0 : ℝ) ∈ Set.Icc (f 1) (f 0) := by
      rw [h1, h0]
      exact ⟨neg_nonpos.2 h01, h01⟩
    obtain ⟨t, ht, hz⟩ := intermediate_value_Icc' h01 hf hmem
    have h2 := hsq t ht
    rw [hz, mul_zero] at h2
    exact absurd h2 zero_ne_one
```

The value `f 1` is either 1, and the proof is done, or -1. In the second case zero lies between `f 1` and `f 0`, and `intermediate_value_Icc'` supplies a point where `f` vanishes, against `hsq`.

The next theorem applies this to the determinant along the path.

```lean
/-- The endpoint of a continuous orthogonal path from the identity has determinant 1. -/
theorem det_of_joined {D : Matrix n n ℝ} (h : JoinedToOne D) : D.det = 1 := by
  obtain ⟨γ, hc, ho, h0, h1⟩ := h
  have hd : Continuous (fun M : Matrix n n ℝ => M.det) := Continuous.matrix_det continuous_id
  have hcont : ContinuousOn (fun t => (γ t).det) (Set.Icc 0 1) := hd.comp_continuousOn hc
  rw [← h1]
  refine sign_constant (f := fun t => (γ t).det) hcont (fun t ht => ?_) ?_
  · have h2 := congrArg Matrix.det (ho t ht)
    rwa [det_mul, det_transpose, det_one] at h2
  · rw [h0, det_one]
```

Continuity of the determinant is composed with continuity of `γ`. The condition on the square comes from taking determinants in the orthogonality relation, with `det_transpose` making the two factors equal.

## Counting the minus signs

The main theorem takes distinct energies, the commutation condition and the path. Its conclusion has three parts: `D` is diagonal, its entries are signs, and the set of states with entry -1 has an even number of elements.

```lean
/-- If a continuous orthogonal path from the identity ends at a matrix commuting with distinct
diagonal energies, that matrix is diagonal with entries 1 or -1, and the number of entries -1
is even. -/
theorem even_sign_flips {E : n → ℝ} (hE : Function.Injective E) {D : Matrix n n ℝ}
    (hc : D * diagonal E = diagonal E * D) (hj : JoinedToOne D) :
    D = diagonal (fun i => D i i) ∧ (∀ i, D i i = 1 ∨ D i i = -1) ∧
      Even (Finset.univ.filter (fun i => D i i = -1)).card := by
  have hdet := det_of_joined hj
  obtain ⟨γ, _, ho, _, h1⟩ := hj
  have ho1 := ho 1 ⟨zero_le_one, le_refl 1⟩
  rw [h1] at ho1
  obtain ⟨hdiag, hs⟩ := diagonal_signs hE ho1 hc
  refine ⟨hdiag, hs, ?_⟩
  have hp : ∏ i, D i i = 1 := by
    rw [← det_diagonal, ← hdiag]
    exact hdet
  -- the determinant counts the minus signs modulo two
  have hprod : ∏ i, D i i = (-1 : ℝ) ^ (Finset.univ.filter (fun i => D i i = -1)).card := by
    rw [← Finset.prod_const, Finset.prod_filter]
    refine Finset.prod_congr rfl fun i _ => ?_
    by_cases h : D i i = -1
    · rw [if_pos h]
      exact h
    · rw [if_neg h]
      exact (hs i).resolve_right h
  rw [hprod] at hp
  rcases Nat.even_or_odd (Finset.univ.filter (fun i => D i i = -1)).card with h | h
  · exact h
  · rw [h.neg_one_pow] at hp
    exact absurd hp (neg_lt_self (zero_lt_one' ℝ)).ne
```

Orthogonality of `D` is not a separate hypothesis, since it is the path condition at $t=1$. The equation `hp` says that the product of the diagonal entries is 1, and `hprod` rewrites that product as a power of -1 by checking each factor. An odd exponent would give $-1=1$, so the exponent is even.

## Three states: two signs fix the third

With `Fin 3` the states are numbered 0, 1, 2, as in the derivation.

```lean
/-- For three states with distinct energies, if a continuous orthogonal path from the identity
ends at a matrix commuting with the energies, the sign of the third state is the product of the
signs of the other two. -/
theorem three_state_signs {E : Fin 3 → ℝ} (hE : Function.Injective E)
    {D : Matrix (Fin 3) (Fin 3) ℝ} (hc : D * diagonal E = diagonal E * D)
    (hj : JoinedToOne D) : D 2 2 = D 0 0 * D 1 1 := by
  obtain ⟨hdiag, hs, _⟩ := even_sign_flips hE hc hj
  have hp : ∏ i, D i i = 1 := by
    rw [← det_diagonal, ← hdiag]
    exact det_of_joined hj
  rw [Fin.prod_univ_three] at hp
  have h2 : D 2 2 * D 2 2 = 1 := mul_self_eq_one_iff.2 (hs 2)
  calc D 2 2 = D 0 0 * D 1 1 * D 2 2 * D 2 2 := by rw [hp, one_mul]
    _ = D 0 0 * D 1 1 := by rw [mul_assoc, h2, mul_one]

end DiabaticSignFlips
```

The `calc` block inserts the product of all three signs, which is 1, and then removes the square of `D 2 2`. The theorem restricts the possible sign patterns; it does not construct a path that reaches any of them.

```lean
#print axioms DiabaticSignFlips.even_sign_flips
#print axioms DiabaticSignFlips.three_state_signs
```

```
'DiabaticSignFlips.even_sign_flips' depends on axioms: [propext, Classical.choice, Quot.sound]
'DiabaticSignFlips.three_state_signs' depends on axioms: [propext, Classical.choice, Quot.sound]
```
